# On a ring with on-site disorder, the unfolded spectrum at $k$ is centred at the band energy plus the mean disorder

Suppose the band energy at wave number $k$ is read off from the strongest line of an unfolded spectrum. On a ring of two sites with hopping $-t$ ($t>0$) and on-site energies $v$ and $-v$, the strongest line at $k=0$ lies at $-\sqrt{t^2+v^2}$, whereas the clean band energy is $-t$. As an estimate of the clean band energy, the reading is off by an amount that grows with the disorder, although the disorder averages to zero. The weighted mean of all the lines has no such error: it is the clean band energy plus the average of the on-site disorder, for every realisation of the disorder and every ring size.

## The mean and the spread of the lines at fixed $k$

Take a ring of $N\ge 1$ sites, labelled by integers $x$ modulo $N$. A particle hops with amplitude $h(x-y)$ from $y$ to $x$ and feels a real on-site energy $V(x)$:

$$(Hf)(x)=\sum_y h(x-y)f(y)+V(x)f(x).$$

The inner product is $\langle f,g\rangle=\sum_x\overline{f(x)}\,g(x)$. The normalised plane wave, the clean band energy and the mean disorder are

$$e_k(x)=\frac{e^{2\pi i kx/N}}{\sqrt N},\qquad \hat h(k)=\sum_d h(d)\,e^{-2\pi i kd/N},\qquad \bar V=\frac1N\sum_x V(x).$$

Let $\psi_m$ be an orthonormal basis of eigenstates, $H\psi_m=E_m\psi_m$, with real $E_m$. Such a basis exists whenever the hopping is Hermitian, $h(-d)=\overline{h(d)}$. The unfolded spectrum at $k$ consists of lines at the energies $E_m$ with weights $|\langle e_k,\psi_m\rangle|^2$, which add up to $\|e_k\|^2=1$. The claim is

$$\sum_m E_m|\langle e_k,\psi_m\rangle|^2=\hat h(k)+\bar V,$$

$$\sum_m |E_m-\hat h(k)-\bar V|^2\,|\langle e_k,\psi_m\rangle|^2=\frac1N\sum_x\big(V(x)-\bar V\big)^2.$$

**Action on a plane wave.** Put $d=x-y$ in the hopping sum. Since $e_k(x-d)=e^{-2\pi i kd/N}e_k(x)$,

$$\sum_y h(x-y)e_k(y)=\sum_d h(d)\,e^{-2\pi i kd/N}e_k(x)=\hat h(k)e_k(x),$$

and therefore $(He_k)(x)=(\hat h(k)+V(x))\,e_k(x)$.

**Components along eigenstates.** Expand any state as $f=\sum_n\langle\psi_n,f\rangle\psi_n$ and apply $H$. Then $Hf=\sum_n\langle\psi_n,f\rangle E_n\psi_n$, and orthonormality gives $\langle\psi_m,Hf\rangle=E_m\langle\psi_m,f\rangle$.

**The mean.** Insert the complete basis into the expectation value of $H$:

$$\langle e_k,He_k\rangle=\sum_m\langle e_k,\psi_m\rangle\langle\psi_m,He_k\rangle=\sum_m E_m|\langle e_k,\psi_m\rangle|^2.$$

Evaluated site by site, with $|e_k(x)|^2=1/N$, the same quantity is $\frac1N\sum_x(\hat h(k)+V(x))=\hat h(k)+\bar V$.

**The spread.** Write $c=\hat h(k)+\bar V$ and $r=He_k-c\,e_k$. On the sites, $r(x)=(V(x)-\bar V)e_k(x)$. In the eigenbasis, $\langle\psi_m,r\rangle=(E_m-c)\langle\psi_m,e_k\rangle$. Parseval's identity equates $\sum_m|\langle\psi_m,r\rangle|^2$ with $\sum_x|r(x)|^2$, which is the second formula.

**Sharp spectra.** If every line of nonzero weight lies at $c$, the left side of the second formula vanishes, so each term $(V(x)-\bar V)^2$ vanishes and $V$ is constant. Conversely, for constant $V$ the right side is zero, so each nonnegative term on the left is zero, and a line with nonzero weight must have $E_m=c$.

For a non-interacting ring with one orbital per site, these formulas give a check on computed unfolding weights, provided that all $N$ eigenstates are included in the sums: both right-hand sides follow from $h$ and $V$ without diagonalisation. The root-mean-square width is the same at every $k$, although the weights of the individual lines can change with $k$.

## Two sites

The smallest ring on which $V$ can vary has $N=2$. Take $h(0)=0$, $h(1)=-t$, $V(0)=v$ and $V(1)=-v$, with $t>0$ and $v\neq0$. The energies are $\pm\varepsilon$ with $\varepsilon=\sqrt{t^2+v^2}$, and $\hat h(0)=-t$. At $k=0$ the weights of the upper and lower lines are

$$w_\pm=\tfrac12\left(1\mp\frac t\varepsilon\right).$$

The lower line is the stronger one, as stated at the start. The mean is $\varepsilon(w_+-w_-)=-t$, and the variance is $\varepsilon^2-t^2=v^2$, the variance of the on-site energies.

## The ring and its plane waves in Lean

The sites and the wave numbers are both elements of `ZMod N`, and `NeZero N` ensures that the ring is finite and has at least one site. The finite type `ι` labels the eigenstates.

```lean
import Mathlib

open scoped InnerProductSpace ComplexConjugate

namespace UnfoldedSpectrumMoments

noncomputable section

variable {N : ℕ} [NeZero N] {ι : Type*} [Fintype ι]
```

A state is a vector in `EuclideanSpace ℂ (ZMod N)`, which carries the inner product used above. The Hamiltonian is a linear map on this space, and the two remaining fields verify its linearity. The sum over `y` covers the hopping term only. A value `h 0` is allowed and acts as a uniform on-site energy. The type of `V` makes the disorder real; nothing is yet required of `h`.

```lean
/-- The Hamiltonian of a ring of `N` sites with translation-invariant hopping `h (x - y)`
and real on-site disorder `V x`. -/
def hamiltonian (h : ZMod N → ℂ) (V : ZMod N → ℝ) :
    EuclideanSpace ℂ (ZMod N) →ₗ[ℂ] EuclideanSpace ℂ (ZMod N) where
  toFun f := WithLp.toLp 2 fun x => ∑ y, h (x - y) * f y + (V x : ℂ) * f x
  map_add' f g := by
    ext x
    simp only [PiLp.add_apply, mul_add, Finset.sum_add_distrib]
    ring
  map_smul' c f := by
    ext x
    simp only [PiLp.smul_apply, smul_eq_mul, RingHom.id_apply, mul_add, Finset.mul_sum,
      mul_left_comm]
```

The character `ZMod.stdAddChar` sends $j$ to $e^{2\pi i j/N}$, so the next definition is $e_k$ with its factor $1/\sqrt N$ included.

```lean
/-- The normalised plane wave `exp (2πi k x / N) / √N` on the ring. -/
def planeWave (k : ZMod N) : EuclideanSpace ℂ (ZMod N) :=
  WithLp.toLp 2 fun x => ((Real.sqrt N : ℝ) : ℂ)⁻¹ * ZMod.stdAddChar (k * x)
```

The band energy $\hat h(k)$ carries the opposite sign in the exponent and no prefactor. Its type is complex, because for a general `h` the sum need not be real.

```lean
/-- The band energy of the clean ring: the discrete Fourier sum of the hopping. -/
def dispersion (h : ZMod N → ℂ) (k : ZMod N) : ℂ :=
  ∑ d, h d * ZMod.stdAddChar (-(k * d))
```

The mean $\bar V$ is an average over the sites of one given realisation, not over an ensemble.

```lean
/-- The average of the on-site disorder over the `N` sites of the ring, `N` being nonzero. -/
def disorderMean (V : ZMod N → ℝ) : ℝ := (∑ x, V x) / N
```

## Eigenstate components and the action on a plane wave

The first lemma is the identity $\langle\psi_m,Hf\rangle=E_m\langle\psi_m,f\rangle$, stated for any linear map `T` with an orthonormal eigenbasis and real energies. The step `hx` expands the state and applies `T` term by term; orthonormality then selects the term with `n` equal to `m`.

```lean
/-- In an orthonormal eigenbasis with real energies, the component of `T x` along an
eigenstate is the energy times the component of `x`. -/
theorem inner_eigenstate_apply {F : Type*} [NormedAddCommGroup F] [InnerProductSpace ℂ F]
    (b : OrthonormalBasis ι ℂ F) (T : F →ₗ[ℂ] F) (E : ι → ℝ)
    (hE : ∀ m, T (b m) = (E m : ℂ) • b m) (m : ι) (x : F) :
    ⟪b m, T x⟫_ℂ = (E m : ℂ) * ⟪b m, x⟫_ℂ := by
  classical
  -- expand the state in the eigenbasis
  have hx : T x = ∑ n, (⟪b n, x⟫_ℂ * (E n : ℂ)) • b n := by
    conv_lhs => rw [← b.sum_repr' x]
    simp only [map_sum, map_smul, hE, smul_smul]
  rw [hx, inner_sum]
  simp only [inner_smul_right, orthonormal_iff_ite.mp b.orthonormal, mul_ite, mul_one,
    mul_zero, Finset.sum_ite_eq, Finset.mem_univ, if_true]
  ring
```

The change of variable $d=x-y$ is supplied by `Equiv.subLeft x`, and `hc` splits the phase as $e^{2\pi i ky/N}=e^{-2\pi i k(x-y)/N}\,e^{2\pi i kx/N}$. Adding the disorder term gives the local factor $\hat h(k)+V(x)$.

```lean
/-- Acting on a plane wave, the Hamiltonian multiplies it at each site by the band energy
plus the local disorder. -/
theorem hamiltonian_planeWave (h : ZMod N → ℂ) (V : ZMod N → ℝ) (k x : ZMod N) :
    hamiltonian h V (planeWave k) x = (dispersion h k + V x) * planeWave k x := by
  have hs : ∑ y, h (x - y) * planeWave k y = dispersion h k * planeWave k x := by
    rw [dispersion, Finset.sum_mul]
    -- sum over the hopping distance `x - y` instead of the site `y`
    refine Fintype.sum_equiv (Equiv.subLeft x) _ _ fun y => ?_
    have hc : (ZMod.stdAddChar (k * y) : ℂ)
        = ZMod.stdAddChar (-(k * (x - y))) * ZMod.stdAddChar (k * x) := by
      rw [← AddChar.map_add_eq_mul]
      congr 1
      ring
    change h (x - y) * (((Real.sqrt N : ℝ) : ℂ)⁻¹ * ZMod.stdAddChar (k * y))
      = h (x - y) * ZMod.stdAddChar (-(k * (x - y)))
        * (((Real.sqrt N : ℝ) : ℂ)⁻¹ * ZMod.stdAddChar (k * x))
    rw [hc]
    ring
  change ∑ y, h (x - y) * planeWave k y + (V x : ℂ) * planeWave k x = _
  rw [hs]
  ring
```

The uniform density $1/N$ follows because the character has modulus one.

```lean
/-- A normalised plane wave has the same density `1 / N` at every site. -/
theorem planeWave_density (k x : ZMod N) : ‖planeWave k x‖ ^ 2 = 1 / (N : ℝ) := by
  have hc : ‖(ZMod.stdAddChar (k * x) : ℂ)‖ = 1 := by
    rw [ZMod.stdAddChar_apply]
    exact Circle.norm_coe _
  change ‖((Real.sqrt N : ℝ) : ℂ)⁻¹ * ZMod.stdAddChar (k * x)‖ ^ 2 = _
  rw [norm_mul, hc, norm_inv, Complex.norm_real, Real.norm_eq_abs, mul_one, inv_pow, sq_abs,
    Real.sq_sqrt (Nat.cast_nonneg N), one_div]
```

## The moments and the sharpness criterion

The hypothesis `hE` says that the orthonormal basis `ψ` consists of eigenstates with real energies `E m`. This already makes $H$ Hermitian, so the hopping needs no separate condition. The equation is stated between complex numbers because `dispersion` is complex-valued; as the left side is real, the band energy is real too under this hypothesis.

In the proof, `hl` inserts the complete basis and identifies the weighted sum with $\langle e_k,He_k\rangle$. Then `hx` evaluates the contribution of each site, and the remaining lines sum over the ring.

```lean
/-- First moment of the unfolded spectrum: for an orthonormal eigenbasis with real energies, the
energies weighted by the squared moduli of the overlaps with the plane wave `k` sum to the band
energy at `k` plus the mean disorder. -/
theorem unfolded_first_moment (h : ZMod N → ℂ) (V : ZMod N → ℝ)
    (ψ : OrthonormalBasis ι ℂ (EuclideanSpace ℂ (ZMod N))) (E : ι → ℝ)
    (hE : ∀ m, hamiltonian h V (ψ m) = (E m : ℂ) • ψ m) (k : ZMod N) :
    ∑ m, (E m : ℂ) * ((‖⟪planeWave k, ψ m⟫_ℂ‖ ^ 2 : ℝ) : ℂ)
      = dispersion h k + (disorderMean V : ℂ) := by
  have hN : (N : ℂ) ≠ 0 := Nat.cast_ne_zero.mpr (NeZero.ne N)
  -- the weighted sum is the expectation value of the Hamiltonian in the plane wave
  have hl : ∑ m, (E m : ℂ) * ((‖⟪planeWave k, ψ m⟫_ℂ‖ ^ 2 : ℝ) : ℂ)
      = ⟪planeWave k, hamiltonian h V (planeWave k)⟫_ℂ := by
    rw [← ψ.sum_inner_mul_inner]
    refine Finset.sum_congr rfl fun m _ => ?_
    rw [inner_eigenstate_apply ψ _ E hE, ← inner_conj_symm (ψ m) (planeWave k),
      ← Complex.normSq_eq_norm_sq, ← Complex.mul_conj]
    ring
  -- evaluate the expectation value site by site
  have hx : ∀ x, ⟪planeWave k x, hamiltonian h V (planeWave k) x⟫_ℂ
      = (dispersion h k + V x) * ((1 / (N : ℝ) : ℝ) : ℂ) := by
    intro x
    have hn : ⟪planeWave k x, planeWave k x⟫_ℂ = ((‖planeWave k x‖ ^ 2 : ℝ) : ℂ) :=
      (inner_self_eq_norm_sq_to_K (𝕜 := ℂ) (planeWave k x)).trans
        (Complex.ofReal_pow _ _).symm
    rw [hamiltonian_planeWave, ← smul_eq_mul, inner_smul_right, hn, planeWave_density]
  rw [hl, PiLp.inner_apply, Finset.sum_congr rfl fun x _ => hx x, ← Finset.sum_mul,
    Finset.sum_add_distrib, Finset.sum_const, Finset.card_univ, ZMod.card, nsmul_eq_mul,
    disorderMean]
  push_cast
  field_simp
```

For the spread, `hP` is Parseval's identity for the residual $r$ and `hy` gives its value at each site. The `calc` chain starts from the weighted squares, rewrites them as squared components of $r$, passes to the sum over sites, and finishes with the density $1/N$.

```lean
/-- For an orthonormal eigenbasis with real energies, the mean square distance of the energies from
the band energy at `k` plus the mean disorder, weighted by the squared moduli of the overlaps with
the plane wave `k`, is the variance of the disorder over the sites. -/
theorem unfolded_variance (h : ZMod N → ℂ) (V : ZMod N → ℝ)
    (ψ : OrthonormalBasis ι ℂ (EuclideanSpace ℂ (ZMod N))) (E : ι → ℝ)
    (hE : ∀ m, hamiltonian h V (ψ m) = (E m : ℂ) • ψ m) (k : ZMod N) :
    ∑ m, ‖(E m : ℂ) - (dispersion h k + (disorderMean V : ℂ))‖ ^ 2
        * ‖⟪planeWave k, ψ m⟫_ℂ‖ ^ 2
      = (∑ x, (V x - disorderMean V) ^ 2) / N := by
  obtain ⟨c, hc⟩ : ∃ c : ℂ, c = dispersion h k + (disorderMean V : ℂ) := ⟨_, rfl⟩
  rw [← hc]
  -- Parseval's identity for the residual of the plane wave
  have hP := ψ.sum_sq_norm_inner_right (hamiltonian h V (planeWave k) - c • planeWave k)
  have hy : ∀ x, (hamiltonian h V (planeWave k) - c • planeWave k) x
      = ((V x - disorderMean V : ℝ) : ℂ) * planeWave k x := by
    intro x
    change hamiltonian h V (planeWave k) x - c * planeWave k x = _
    rw [hamiltonian_planeWave, hc]
    push_cast
    ring
  rw [EuclideanSpace.norm_sq_eq] at hP
  calc _ = ∑ m, ‖⟪ψ m, hamiltonian h V (planeWave k) - c • planeWave k⟫_ℂ‖ ^ 2 := by
        refine Finset.sum_congr rfl fun m _ => ?_
        rw [inner_sub_right, inner_eigenstate_apply ψ _ E hE, inner_smul_right, ← sub_mul,
          norm_mul, mul_pow, norm_inner_symm (ψ m)]
    _ = _ := hP
    _ = _ := by
        rw [Finset.sum_div]
        refine Finset.sum_congr rfl fun x _ => ?_
        rw [hy, norm_mul, mul_pow, planeWave_density, Complex.norm_real, Real.norm_eq_abs,
          sq_abs, mul_one_div]
```

The criterion speaks only of eigenstates with nonzero overlap, since the others contribute no line at $k$. Its right side says that `V` equals its mean at every site, that is, `V` is constant. This condition does not involve `k`, so a spectrum that is sharp at one wave number is sharp at all of them. Both directions of the proof use the fact that a vanishing sum of nonnegative terms has only vanishing terms.

```lean
/-- For an orthonormal eigenbasis with real energies, all eigenstates overlapping the plane
wave `k` lie at the band energy plus mean disorder exactly when the disorder is uniform. -/
theorem unfolded_sharp_iff (h : ZMod N → ℂ) (V : ZMod N → ℝ)
    (ψ : OrthonormalBasis ι ℂ (EuclideanSpace ℂ (ZMod N))) (E : ι → ℝ)
    (hE : ∀ m, hamiltonian h V (ψ m) = (E m : ℂ) • ψ m) (k : ZMod N) :
    (∀ m, ⟪planeWave k, ψ m⟫_ℂ ≠ 0 → (E m : ℂ) = dispersion h k + (disorderMean V : ℂ))
      ↔ ∀ x, V x = disorderMean V := by
  have hv := unfolded_variance h V ψ E hE k
  constructor
  · intro hs x
    rw [Finset.sum_eq_zero] at hv
    · rcases div_eq_zero_iff.mp hv.symm with h1 | h1
      · have h2 := (Finset.sum_eq_zero_iff_of_nonneg
          (fun x _ => sq_nonneg (V x - disorderMean V))).mp h1 x (Finset.mem_univ x)
        exact sub_eq_zero.mp ((pow_eq_zero_iff two_ne_zero).mp h2)
      · exact absurd h1 (Nat.cast_ne_zero.mpr (NeZero.ne N))
    · intro m _
      by_cases hm : ⟪planeWave k, ψ m⟫_ℂ = 0
      · simp [hm]
      · rw [hs m hm, sub_self]
        simp
  · intro hV m hm
    have hr : (∑ x, (V x - disorderMean V) ^ 2) / (N : ℝ) = 0 := by
      rw [Finset.sum_eq_zero fun x _ => by rw [hV x, sub_self, zero_pow two_ne_zero], zero_div]
    rw [hr] at hv
    have h1 := (Finset.sum_eq_zero_iff_of_nonneg (fun m _ => by positivity)).mp hv m
      (Finset.mem_univ m)
    rcases mul_eq_zero.mp h1 with h2 | h2
    · exact sub_eq_zero.mp (norm_eq_zero.mp ((pow_eq_zero_iff two_ne_zero).mp h2))
    · exact absurd (norm_eq_zero.mp ((pow_eq_zero_iff two_ne_zero).mp h2)) hm
```

## Hermitian hopping supplies the eigenbasis

The last theorem derives the eigenbasis assumed above from a condition on the hopping. The relation $h(-d)=\overline{h(d)}$ states that the amplitude for a hop and that for the reverse hop are complex conjugates. The proof shows that $H$ is symmetric by exchanging the two sites in the double sum, and then takes the basis and the real eigenvalues from the spectral theorem in dimension $N$.

```lean
/-- If the hopping is Hermitian, `h (-d) = conj (h d)`, the disordered ring has an
orthonormal basis of `N` eigenstates with real energies. -/
theorem exists_eigenbasis (h : ZMod N → ℂ) (V : ZMod N → ℝ)
    (hh : ∀ d, h (-d) = conj (h d)) :
    ∃ (ψ : OrthonormalBasis (Fin N) ℂ (EuclideanSpace ℂ (ZMod N))) (E : Fin N → ℝ),
      ∀ m, hamiltonian h V (ψ m) = (E m : ℂ) • ψ m := by
  have hs : (hamiltonian h V).IsSymmetric := by
    intro f g
    simp only [PiLp.inner_apply, RCLike.inner_apply, hamiltonian, LinearMap.coe_mk,
      AddHom.coe_mk, map_add, map_sum, map_mul, Complex.conj_ofReal, mul_add, add_mul,
      Finset.mul_sum, Finset.sum_mul, Finset.sum_add_distrib]
    congr 1
    · -- exchange the two sites joined by a hop
      rw [Finset.sum_comm]
      refine Finset.sum_congr rfl fun a _ => Finset.sum_congr rfl fun b _ => ?_
      have hab : h (a - b) = conj (h (b - a)) := by rw [← hh, neg_sub]
      rw [hab]
      ring
    · refine Finset.sum_congr rfl fun a _ => ?_
      ring
  have hn : Module.finrank ℂ (EuclideanSpace ℂ (ZMod N)) = N := by
    rw [finrank_euclideanSpace, ZMod.card]
  exact ⟨hs.eigenvectorBasis hn, hs.eigenvalues hn, fun m => hs.apply_eigenvectorBasis hn m⟩

end

end UnfoldedSpectrumMoments
```

```lean
#print axioms UnfoldedSpectrumMoments.unfolded_first_moment
#print axioms UnfoldedSpectrumMoments.unfolded_sharp_iff
#print axioms UnfoldedSpectrumMoments.exists_eigenbasis
```

```
'UnfoldedSpectrumMoments.unfolded_first_moment' depends on axioms: [propext, Classical.choice, Quot.sound]
'UnfoldedSpectrumMoments.unfolded_sharp_iff' depends on axioms: [propext, Classical.choice, Quot.sound]
'UnfoldedSpectrumMoments.exists_eigenbasis' depends on axioms: [propext, Classical.choice, Quot.sound]
```

The model is a finite one-dimensional ring with a single orbital per site, unfolded to a cell of one site. The disorder is purely diagonal: random hopping amplitudes are not of the form $h(x-y)$, and with them the width of the unfolded spectrum can depend on $k$.
